# Among dampings of a nonpositive exchange hole at fixed charge, the sharp cutoff gives the lowest exchange energy

## Hole depth, damping factor and energy

Let $u \ge 0$ be the distance from a reference electron, and let $-y(u)$ be the spherically averaged density of its exchange hole. The function $y$, called the hole depth here, is continuous and nonnegative on $[0,\infty)$. A damping factor is a measurable function $c$ with values in $[0,1]$; it turns the hole $-y$ into the damped hole $-yc$. In Hartree atomic units, the hole charge and the exchange energy per electron are

$$N[c] = 4\pi\int_0^\infty u^2\,y(u)\,c(u)\,du, \qquad E[c] = -2\pi\int_0^\infty u\,y(u)\,c(u)\,du .$$

The energy is half the Coulomb interaction of the electron with its hole: the factor $1/u$ reduces the volume element $4\pi u^2\,du$ to $4\pi u\,du$. The charge is counted as positive, so a hole that obeys the exchange sum rule has $N = 1$. The argument works for any finite value.

The sharp cutoff at radius $R > 0$ is the step function $\theta$ with $\theta(u) = 1$ for $u \le R$ and $\theta(u) = 0$ for $u > R$.

## The sharp cutoff at fixed charge

The claim is that if $N[c]$ is finite and $N[c] \le N[\theta]$, then $E[\theta] \le E[c]$.

The energy integrals converge. For $0 < u \le 1$ the integrand $u\,y\,c$ is at most $u\,y$, which is continuous on $[0,1]$ and therefore integrable there. For $u > 1$ it is at most $u^2 y\,c$, whose integral is finite by assumption. The step $\theta$ has finite charge because $u^2y$ is continuous on $[0,R]$, so its energy converges too.

Next, for every $u$,

$$(R-u)\,(\theta(u)-c(u)) \ge 0 .$$

If $u \le R$, both factors are nonnegative, since $\theta - c = 1 - c$. If $u > R$, the first factor is negative and the second is $-c \le 0$.

Multiply this product by $u\,y$, integrate, and split the weight $R-u$:

$$2\pi\int_0^\infty u\,y\,(R-u)(\theta-c)\,du = 2\pi R\int_0^\infty u\,y\,(\theta-c)\,du - 2\pi\int_0^\infty u^2y\,(\theta-c)\,du .$$

The first term on the right is $R\,(E[c]-E[\theta])$, and the integral subtracted from it is $(N[\theta]-N[c])/2$. Hence

$$R\,(E[c]-E[\theta]) = 2\pi\int_0^\infty u\,y\,(R-u)(\theta-c)\,du + \tfrac12\,(N[\theta]-N[c]) .$$

Both terms on the right are nonnegative, and division by $R > 0$ gives the claim.

Suppose now that the charges are equal. If the energies are equal as well, the remaining integral vanishes. Its integrand is nonnegative, so it is zero almost everywhere, and away from $u = 0$ and $u = R$ this means $y\,c = y\,\theta$. Conversely, holes that agree almost everywhere have the same energy. Where $y = 0$, the value of $c$ is immaterial.

A constant depth $y = y_0 > 0$ shows both the limiting case and the role of the bound $c \le 1$; this example is worked only here and does not appear in the Lean file. Such a depth is a mathematical model and not an actual exchange hole, since its undamped charge is infinite. Let $c = \lambda > 0$ for $u \le \lambda^{-1/3}R$ and $c = 0$ beyond. Then $N[c] = N[\theta]$ for every $\lambda$, while

$$E[c] = \lambda^{1/3}E[\theta], \qquad E[\theta] = -\pi y_0R^2 .$$

For $\lambda < 1$ the damped hole lies higher in energy, and as $\lambda \to 1$ the two energies merge. For $\lambda > 1$ the energy falls below that of the sharp cutoff, so the claim becomes false if the upper bound 1 on $c$ is replaced by any larger constant.

In the construction of semilocal exchange functionals by real-space cutoff of a model hole, the result says which way smoothing the cutoff at fixed charge moves the energy, provided that the same nonnegative depth $y$ is damped in both cases.

## Damping factors and hole integrals in Lean

```lean
import Mathlib

open MeasureTheory Set

namespace SharpHoleCutoff

noncomputable section
```

A damping factor is a function on all of $\mathbb{R}$ that satisfies three conditions. Its values at negative $u$ never enter the integrals.

```lean
/-- A damping factor: a measurable function of the interelectronic distance with values
between 0 and 1. -/
structure IsDamping (c : ℝ → ℝ) : Prop where
  measurable : Measurable c
  nonneg : ∀ u, 0 ≤ c u
  le_one : ∀ u, c u ≤ 1
```

The step $\theta$ is `sharpCutoff R`.

```lean
/-- The sharp cutoff at radius `R`: it keeps the hole for `u ≤ R` and removes it beyond. -/
def sharpCutoff (R u : ℝ) : ℝ := if u ≤ R then 1 else 0
```

The next two definitions are $N[c]$ and $E[c]$, with `Ioi 0` standing for $u > 0$. The depth `y` is an arbitrary real function at this stage; continuity and sign enter as hypotheses of the theorems.

```lean
/-- The charge of the damped hole of depth `y`, counted as positive where `y` is positive: the
integral of `4π u² y c` over `u > 0`. -/
def holeCharge (y c : ℝ → ℝ) : ℝ := 4 * Real.pi * ∫ u in Ioi (0 : ℝ), u ^ 2 * y u * c u

/-- The exchange energy per electron of the damped hole of depth `y` (hole density `-y c`),
minus the integral of `2π u y c` over `u > 0`. -/
def exchangeEnergy (y c : ℝ → ℝ) : ℝ := -(2 * Real.pi * ∫ u in Ioi (0 : ℝ), u * y u * c u)
```

The step is itself a damping factor, so every lemma about a general `c` also applies to it.

```lean
/-- The sharp cutoff is a damping factor. -/
theorem sharpCutoff_isDamping (R : ℝ) : IsDamping (sharpCutoff R) where
  measurable := Measurable.ite measurableSet_Iic measurable_const measurable_const
  nonneg u := by unfold sharpCutoff; split_ifs <;> norm_num
  le_one u := by unfold sharpCutoff; split_ifs <;> norm_num
```

## Convergence of the moments

The first lemma treats damping factors that vanish beyond a distance $L$. On $[0,L]$ the integrand $u^k y\,c$ is bounded in absolute value by the continuous function $|u^k y|$, and beyond $L$ it is zero. `Integrable.mono'` turns this bound into integrability.

```lean
/-- For a continuous hole depth and a damping factor that vanishes beyond some distance `L`,
every radial moment of the damped hole is integrable. -/
theorem integrable_of_bounded_support {y c : ℝ → ℝ} (hy : ContinuousOn y (Ici 0))
    (hc : IsDamping c) {L : ℝ} (hL : ∀ u, L < u → c u = 0) (k : ℕ) :
    IntegrableOn (fun u => u ^ k * y u * c u) (Ioi 0) := by
  have hcont : ContinuousOn (fun u => u ^ k * y u) (Ici 0) :=
    (continuous_pow k).continuousOn.mul hy
  have hI : IntegrableOn (fun u => |u ^ k * y u|) (Icc 0 L) :=
    ((hcont.mono Icc_subset_Ici_self).abs).integrableOn_Icc
  have hG := ((integrable_indicator_iff measurableSet_Icc).2 hI).integrableOn (s := Ioi 0)
  refine Integrable.mono' hG
    (((hcont.mono Ioi_subset_Ici_self).aestronglyMeasurable measurableSet_Ioi).mul
      hc.measurable.aestronglyMeasurable) ?_
  refine ae_restrict_of_forall_mem measurableSet_Ioi fun u hu => ?_
  by_cases h : u ≤ L
  · rw [indicator_of_mem (show u ∈ Icc 0 L from ⟨le_of_lt hu, h⟩), Real.norm_eq_abs,
      abs_mul, abs_of_nonneg (hc.nonneg u)]
    exact mul_le_of_le_one_right (abs_nonneg _) (hc.le_one u)
  · rw [hL u (not_le.1 h), mul_zero, norm_zero]
    exact indicator_nonneg (fun _ _ => abs_nonneg _) u
```

The second lemma is the comparison at $u = 1$ made above. Since the sign of $y$ is not assumed here, the bounds are on absolute values. The dominating function is the sum of the two bounds, which is valid on both ranges, and the case split on `u ≤ 1` selects the term that does the work.

```lean
/-- If the hole depth is continuous and the damped hole has a finite charge integral, then its
exchange energy integral converges too. -/
theorem integrable_energy {y c : ℝ → ℝ} (hy : ContinuousOn y (Ici 0)) (hc : IsDamping c)
    (hN : IntegrableOn (fun u => u ^ 2 * y u * c u) (Ioi 0)) :
    IntegrableOn (fun u => u * y u * c u) (Ioi 0) := by
  have h1 := integrable_of_bounded_support hy (sharpCutoff_isDamping 1) (L := 1)
    (fun u hu => if_neg (not_le.2 hu)) 1
  refine Integrable.mono' (h1.abs.add hN.abs)
    (((continuousOn_id.mul (hy.mono Ioi_subset_Ici_self)).aestronglyMeasurable
      measurableSet_Ioi).mul hc.measurable.aestronglyMeasurable) ?_
  refine ae_restrict_of_forall_mem measurableSet_Ioi fun u hu => ?_
  have hu0 : 0 < u := hu
  have hc0 := hc.nonneg u
  change |u * y u * c u| ≤ |u ^ 1 * y u * sharpCutoff 1 u| + |u ^ 2 * y u * c u|
  by_cases h : u ≤ 1
  · -- at short range the undamped hole is the bound
    have hs : sharpCutoff 1 u = 1 := if_pos h
    rw [hs, pow_one, mul_one, abs_mul (u * y u), abs_of_nonneg hc0]
    have := mul_le_of_le_one_right (abs_nonneg (u * y u)) (hc.le_one u)
    linarith [abs_nonneg (u ^ 2 * y u * c u)]
  · -- at long range the charge density is the bound
    have e : u ^ 2 * y u * c u = u * (u * y u * c u) := by ring
    rw [e, abs_mul u (u * y u * c u), abs_of_pos hu0]
    have := le_mul_of_one_le_left (abs_nonneg (u * y u * c u)) (not_le.1 h).le
    linarith [abs_nonneg (u ^ 1 * y u * sharpCutoff 1 u)]
```

## The pointwise sign and the energy identity

`cutoff_sign` is the inequality $(R-u)(\theta-c) \ge 0$, proved by the same two cases as by hand.

```lean
/-- A sharp cutoff keeps at least as much of the hole as any damping factor inside `R`, and at
most as much outside. -/
theorem cutoff_sign {c : ℝ → ℝ} (hc : IsDamping c) (R u : ℝ) :
    0 ≤ (R - u) * (sharpCutoff R u - c u) := by
  have h0 := hc.nonneg u
  have h1 := hc.le_one u
  unfold sharpCutoff
  split_ifs with h
  · exact mul_nonneg (by linarith) (by linarith)
  · have h' := not_le.1 h
    nlinarith [mul_nonneg (sub_nonneg.2 h'.le) h0]
```

`energy_gap` is the identity for $R\,(E[c]-E[\theta])$. It holds for every real $R$ and needs no sign for $y$. The equation `e` splits the weight $R-u$ into its two parts, the integrability facts `a` and `b` allow the integral to be split in the same way, and `ring` collects the factors of $\pi$. The theorem also records that the weighted integrand is integrable, which the equality case requires.

```lean
/-- For a continuous hole depth and a damped hole of finite charge, the energy difference between
damped and sharply cut hole, times `R`, is a weighted integral of the displaced hole plus half the
excess in charge of the sharply cut hole over the damped one; the weighted integrand is integrable.
-/
theorem energy_gap {y c : ℝ → ℝ} (hy : ContinuousOn y (Ici 0)) (hc : IsDamping c)
    (hN : IntegrableOn (fun u => u ^ 2 * y u * c u) (Ioi 0)) (R : ℝ) :
    IntegrableOn (fun u => u * y u * ((R - u) * (sharpCutoff R u - c u))) (Ioi 0) ∧
    R * (exchangeEnergy y c - exchangeEnergy y (sharpCutoff R)) =
      2 * Real.pi * (∫ u in Ioi (0 : ℝ), u * y u * ((R - u) * (sharpCutoff R u - c u)))
        + (holeCharge y (sharpCutoff R) - holeCharge y c) / 2 := by
  have h3 := integrable_of_bounded_support hy (sharpCutoff_isDamping R) (L := R)
    (fun u hu => if_neg (not_le.2 hu)) 2
  have h1 := integrable_energy hy (sharpCutoff_isDamping R) h3
  have h2 := integrable_energy hy hc hN
  have a : IntegrableOn (fun u => R * (u * y u * sharpCutoff R u - u * y u * c u)) (Ioi 0) :=
    (h1.sub h2).const_mul R
  have b : IntegrableOn (fun u => u ^ 2 * y u * sharpCutoff R u - u ^ 2 * y u * c u) (Ioi 0) :=
    h3.sub hN
  -- split the weight R - u into an energy part and a charge part
  have e : (fun u => u * y u * ((R - u) * (sharpCutoff R u - c u))) =
      fun u => R * (u * y u * sharpCutoff R u - u * y u * c u)
        - (u ^ 2 * y u * sharpCutoff R u - u ^ 2 * y u * c u) := by
    funext u
    ring
  rw [e]
  refine ⟨a.sub b, ?_⟩
  rw [integral_sub a b, integral_const_mul, integral_sub h1 h2, integral_sub h3 hN]
  unfold exchangeEnergy holeCharge
  ring
```

## The minimum and the case of equality

In `sharpCutoff_minimizes`, the hypotheses `hy` and `hy0` say that the depth is continuous and nonnegative on $[0,\infty)$. The hypothesis `hN` says that the damped hole has finite charge; it admits smooth damping of infinite range. It has to be stated separately because Lean assigns the value zero to a divergent integral, so a hole of infinite charge would otherwise pass the test `hcharge`.

The proof shows that the weighted integral is nonnegative (`hpos`), rewrites with the identity, adds the two nonnegative terms, and cancels the positive factor $R$.

```lean
/-- Let the hole depth be continuous and nonnegative. Among damped holes of finite charge not
exceeding that of the hole cut off sharply at `R > 0`, the sharp cutoff gives the lowest exchange
energy. -/
theorem sharpCutoff_minimizes {y c : ℝ → ℝ} (hy : ContinuousOn y (Ici 0))
    (hy0 : ∀ u, 0 ≤ u → 0 ≤ y u) (hc : IsDamping c)
    (hN : IntegrableOn (fun u => u ^ 2 * y u * c u) (Ioi 0)) {R : ℝ} (hR : 0 < R)
    (hcharge : holeCharge y c ≤ holeCharge y (sharpCutoff R)) :
    exchangeEnergy y (sharpCutoff R) ≤ exchangeEnergy y c := by
  have hpos : 0 ≤ ∫ u in Ioi (0 : ℝ), u * y u * ((R - u) * (sharpCutoff R u - c u)) :=
    setIntegral_nonneg measurableSet_Ioi fun u hu =>
      mul_nonneg (mul_nonneg (le_of_lt hu) (hy0 u (le_of_lt hu))) (cutoff_sign hc R u)
  have h : 0 ≤ R * (exchangeEnergy y c - exchangeEnergy y (sharpCutoff R)) := by
    rw [(energy_gap hy hc hN R).2]
    exact add_nonneg (mul_nonneg (by positivity) hpos) (by linarith)
  exact sub_nonneg.1 ((mul_nonneg_iff_of_pos_left hR).1 h)
```

The radius is given in advance: the theorem compares `c` with the cutoff at that $R$ and does not construct an $R$ that matches a prescribed charge. Nor does it treat a model hole whose spherically averaged density is positive at some distances; such parts would have to be removed before the theorem applies.

The equality theorem assumes equal charges. In the forward direction, the identity reduces to the statement that the weighted integral is zero, and `integral_eq_zero_iff_of_nonneg_ae` makes its integrand vanish almost everywhere. The single point $u = R$ is discarded as a null set, after which $u(R-u)$ is nonzero and can be cancelled. The converse compares the two energy integrands.

```lean
/-- For a continuous nonnegative hole depth and equal, finite hole charges, a damped hole reaches
the energy of the sharp cutoff exactly when the two holes coincide at almost every distance. -/
theorem energy_eq_iff {y c : ℝ → ℝ} (hy : ContinuousOn y (Ici 0))
    (hy0 : ∀ u, 0 ≤ u → 0 ≤ y u) (hc : IsDamping c)
    (hN : IntegrableOn (fun u => u ^ 2 * y u * c u) (Ioi 0)) {R : ℝ}
    (hcharge : holeCharge y c = holeCharge y (sharpCutoff R)) :
    exchangeEnergy y c = exchangeEnergy y (sharpCutoff R) ↔
      ∀ᵐ u ∂(volume.restrict (Ioi (0 : ℝ))), y u * c u = y u * sharpCutoff R u := by
  constructor
  · intro hE
    obtain ⟨hint, hgap⟩ := energy_gap hy hc hN R
    rw [hE, hcharge, sub_self, sub_self, mul_zero, zero_div, add_zero] at hgap
    have hz := (mul_eq_zero.1 hgap.symm).resolve_left (by positivity)
    -- a nonnegative integrand with zero integral vanishes almost everywhere
    have hae := (integral_eq_zero_iff_of_nonneg_ae
      (ae_restrict_of_forall_mem measurableSet_Ioi fun u hu =>
        mul_nonneg (mul_nonneg (le_of_lt hu) (hy0 u (le_of_lt hu))) (cutoff_sign hc R u))
      hint).1 hz
    filter_upwards [hae, ae_restrict_mem measurableSet_Ioi,
      (countable_singleton R).ae_notMem (volume.restrict (Ioi (0 : ℝ)))] with u h hu hne
    have hu0 : u ≠ 0 := ne_of_gt hu
    have hRu : R - u ≠ 0 := fun h' => hne (show u = R by linarith)
    have h' : u * y u * ((R - u) * (sharpCutoff R u - c u)) = 0 := h
    have h2 : (u * (R - u)) * (y u * sharpCutoff R u - y u * c u) = 0 := by
      linear_combination h'
    have h3 := (mul_eq_zero.1 h2).resolve_left (mul_ne_zero hu0 hRu)
    linarith
  · intro h
    unfold exchangeEnergy
    congr 2
    refine integral_congr_ae ?_
    filter_upwards [h] with u hu
    linear_combination u * hu
```

## Radial moments for damping of bounded support

The result can also be put in terms of plain integrals. For this, an integral against the step must be recognised as an integral over $[0,R]$; the proof writes the step as the indicator of `Iic R` and intersects that set with `Ioi 0`.

```lean
/-- Integrating against the sharp cutoff at `R ≥ 0` is integrating from 0 to `R`. -/
theorem integral_sharpCutoff (f : ℝ → ℝ) {R : ℝ} (hR : 0 ≤ R) :
    ∫ u in Ioi (0 : ℝ), f u * sharpCutoff R u = ∫ u in (0 : ℝ)..R, f u := by
  have e : (fun u => f u * sharpCutoff R u) = (Iic R).indicator f := by
    funext u
    by_cases h : u ≤ R <;> simp [sharpCutoff, indicator, h]
  rw [e, setIntegral_indicator measurableSet_Iic, Ioi_inter_Iic,
    intervalIntegral.integral_of_le hR]
```

The last theorem says that if $c$ vanishes beyond some $L$ and

$$\int_0^\infty u^2y\,c\,du = \int_0^R u^2y\,du, \quad\text{then}\quad \int_0^\infty u\,y\,c\,du \le \int_0^R u\,y\,du .$$

Bounded support supplies the finite charge, through the first convergence lemma with `k = 2`. The equality of second moments becomes equality of hole charges, and `sharpCutoff_minimizes` gives the energy inequality. Removing the common factor $-2\pi$ reverses its direction and leaves the inequality between first moments.

```lean
/-- For a continuous nonnegative hole depth and a damping factor of bounded support, equal second
moments of the damped hole and the hole cut at `R > 0` imply that the first moment of the damped
hole is at most that of the cut hole. -/
theorem first_moment_le {y c : ℝ → ℝ} (hy : ContinuousOn y (Ici 0))
    (hy0 : ∀ u, 0 ≤ u → 0 ≤ y u) (hc : IsDamping c) {L R : ℝ}
    (hL : ∀ u, L < u → c u = 0) (hR : 0 < R)
    (h : ∫ u in Ioi (0 : ℝ), u ^ 2 * y u * c u = ∫ u in (0 : ℝ)..R, u ^ 2 * y u) :
    ∫ u in Ioi (0 : ℝ), u * y u * c u ≤ ∫ u in (0 : ℝ)..R, u * y u := by
  have hcharge : holeCharge y c = holeCharge y (sharpCutoff R) := by
    unfold holeCharge
    rw [h, integral_sharpCutoff (fun u => u ^ 2 * y u) hR.le]
  have hE := sharpCutoff_minimizes hy hy0 hc (integrable_of_bounded_support hy hc hL 2) hR
    hcharge.le
  unfold exchangeEnergy at hE
  rw [integral_sharpCutoff (fun u => u * y u) hR.le] at hE
  exact le_of_mul_le_mul_left (neg_le_neg_iff.1 hE) (by positivity)

end

end SharpHoleCutoff
```

```lean
#print axioms SharpHoleCutoff.sharpCutoff_minimizes
#print axioms SharpHoleCutoff.energy_eq_iff
#print axioms SharpHoleCutoff.first_moment_le
```

```
'SharpHoleCutoff.sharpCutoff_minimizes' depends on axioms: [propext, Classical.choice, Quot.sound]
'SharpHoleCutoff.energy_eq_iff' depends on axioms: [propext, Classical.choice, Quot.sound]
'SharpHoleCutoff.first_moment_le' depends on axioms: [propext, Classical.choice, Quot.sound]
```
